# The force on a spherical core with C¹ profile and compact support depends only on the dipole component of a C¹ potential

## The core, the force and the dipole moment

An electron core is centred at the origin of $\mathbb R^3$, with the spherical density $n(x)=g(|x|^2)$. It sits in a potential energy $V(x)$ per electron. If the core is shifted rigidly by a vector $u$, its energy is $E(u)=\int n(x-u)\,V(x)\,dx$. The force along a vector $v$ is minus the derivative of $E$ along $v$ at $u=0$:

$$F_v=-\int n(x)\,\partial_vV(x)\,dx .$$

The question is which part of $V$ this force depends on.

The profile $g$ takes the squared radius as its argument. The usual radial density is therefore $n(r)=g(r^2)$, with $n'(r)=2r\,g'(r^2)$. The main results assume that $g$ is C¹ with compact support and that $V$ is C¹. Physically, the core has a smooth density of finite extent, and the potential has no singularity.

```lean
import Mathlib

open MeasureTheory

namespace SphericalCoreForce

noncomputable section
```

Space is three-dimensional Euclidean space, with coordinates $x_0,x_1,x_2$ numbered as in `Fin 3`.

```lean
/-- Three-dimensional Euclidean space. -/
abbrev Space := EuclideanSpace ℝ (Fin 3)
```

In the definition of the force, `fderiv ℝ V x v` is the directional derivative $\partial_vV(x)$. The vector $v$ need not have unit length; for a unit vector, `coreForce g V v` is the force component in that direction.

```lean
/-- The force along `v` on a core of density `g(|x|²)` in the potential energy `V`:
minus the integral of the density times the derivative of `V` along `v`. -/
def coreForce (g : ℝ → ℝ) (V : Space → ℝ) (v : Space) : ℝ :=
  -∫ x : Space, g (‖x‖ ^ 2) * fderiv ℝ V x v
```

To isolate the angular part of $V$ that matters, define for $r>0$

$$D_v(r)=\int_{S^2}V(rs)\,\langle s,v\rangle\,d\sigma(s),$$

where $\sigma$ is the surface measure on the unit sphere, of total mass $4\pi$. This is a dipole moment of the potential on a sphere, whereas the textbook term usually means the first moment of a charge distribution. For the unit vector $v$ along the polar axis, $D_v(r)=\sqrt{4\pi/3}\,V_{10}(r)$, where $V_{10}$ is the coefficient of $Y_{10}$ in the expansion of $V$ in spherical harmonics.

```lean
/-- The dipole moment of `V` along `v` on the sphere of radius `r`: the integral of
`V(r s) ⟨s, v⟩` over unit vectors `s`. -/
def dipoleMoment (V : Space → ℝ) (v : Space) (r : ℝ) : ℝ :=
  ∫ s : Metric.sphere (0 : Space) 1, V (r • (s : Space)) * inner ℝ (s : Space) v
    ∂(volume : Measure Space).toSphere
```

## Moving the derivative onto the density

The gradient of $|x|^2$ is $2x$, so the chain rule gives

$$\partial_v n(x)=2\langle x,v\rangle\,g'(|x|^2).$$

```lean
/-- For a C¹ profile `g`, the derivative of `g(|x|²)` along `v` is `2 ⟨x, v⟩ g'(|x|²)`. -/
theorem fderiv_density {g : ℝ → ℝ} (hg : ContDiff ℝ 1 g) (x v : Space) :
    fderiv ℝ (fun y : Space => g (‖y‖ ^ 2)) x v
      = 2 * inner ℝ x v * deriv g (‖x‖ ^ 2) := by
  have h1 := (hasStrictFDerivAt_norm_sq x).hasFDerivAt
  have h2 := (hg.differentiable (by norm_num) (‖x‖ ^ 2)).hasDerivAt.comp_hasFDerivAt x h1
  have h3 : fderiv ℝ (fun y : Space => g (‖y‖ ^ 2)) x = _ := h2.fderiv
  rw [h3]
  change deriv g (‖x‖ ^ 2) * (2 • inner ℝ x v) = _
  rw [nsmul_eq_mul]
  push_cast
  ring
```

The proof composes the derivative of the squared norm, `hasStrictFDerivAt_norm_sq`, with that of $g$. What remains is algebra.

The density also has finite extent. If $g$ vanishes outside $[-R,R]$ and $|x|>|R|+1$, then $|x|^2>|R|+1>R$, hence $n(x)=0$.

```lean
/-- If `h` has compact support on the line, then `h(|x|²)` has compact support in space. -/
theorem density_hasCompactSupport {h : ℝ → ℝ} (hc : HasCompactSupport h) :
    HasCompactSupport (fun x : Space => h (‖x‖ ^ 2)) := by
  obtain ⟨R, hR⟩ := hc.isCompact.isBounded.subset_closedBall 0
  refine HasCompactSupport.intro (isCompact_closedBall (0 : Space) (|R| + 1)) fun x hx => ?_
  by_contra hne
  have h1 := hR (subset_tsupport h (Function.mem_support.mpr hne))
  rw [mem_closedBall_zero_iff, Real.norm_eq_abs] at h1
  rw [mem_closedBall_zero_iff, not_le] at hx
  have h2 : ‖x‖ ^ 2 ≤ R := (le_abs_self _).trans h1
  nlinarith [abs_nonneg R, le_abs_self R, norm_nonneg x]
```

The Lean proof runs this by contradiction: a point outside the ball with non-zero density would satisfy $|x|^2\le R$, which `nlinarith` refutes.

Consequently $h(|x|^2)\,W(x)$ is continuous and vanishes outside a ball whenever $h$ is continuous with compact support and $W$ is continuous. Such a product is integrable, however fast $W$ grows at infinity.

```lean
/-- A continuous, compactly supported spherical density times a continuous function is
integrable. -/
theorem density_mul_integrable {h : ℝ → ℝ} (hh : Continuous h) (hc : HasCompactSupport h)
    {W : Space → ℝ} (hW : Continuous W) :
    Integrable (fun x : Space => h (‖x‖ ^ 2) * W x) := by
  have hcont : Continuous (fun x : Space => h (‖x‖ ^ 2) * W x) := by fun_prop
  exact hcont.integrable_of_hasCompactSupport (density_hasCompactSupport hc).mul_right
```

Now integrate $\partial_v(nV)=n\,\partial_vV+V\,\partial_vn$ over space. The left side integrates to zero because $nV$ vanishes outside a ball. Therefore

$$\int n\,\partial_vV\,dx=-\int V\,\partial_vn\,dx=-2\int g'(|x|^2)\,V(x)\,\langle x,v\rangle\,dx .$$

```lean
/-- For a C¹ core profile `g` of compact support and a C¹ potential `V`, the integral of `g(|x|²)`
times the derivative of `V` along `v` is `-2` times the integral of `g'(|x|²) V(x) ⟨x, v⟩`. -/
theorem integral_density_mul_fderiv {g : ℝ → ℝ} (hg : ContDiff ℝ 1 g)
    (hc : HasCompactSupport g) {V : Space → ℝ} (hV : ContDiff ℝ 1 V) (v : Space) :
    ∫ x : Space, g (‖x‖ ^ 2) * fderiv ℝ V x v
      = -2 * ∫ x : Space, deriv g (‖x‖ ^ 2) * (V x * inner ℝ x v) := by
  have hVc : Continuous V := hV.continuous
  have hg' : Continuous (deriv g) := hg.continuous_deriv (by norm_num)
  have hdV : Continuous (fun x => fderiv ℝ V x v) :=
    (hV.continuous_fderiv (by norm_num)).clm_apply continuous_const
  have hd : Differentiable ℝ (fun x : Space => g (‖x‖ ^ 2)) :=
    (hg.comp (contDiff_norm_sq ℝ)).differentiable (by norm_num)
  have h1 : Integrable
      (fun x : Space => fderiv ℝ (fun y : Space => g (‖y‖ ^ 2)) x v * V x) := by
    have h := (density_mul_integrable hg' hc.deriv
      (W := fun x => V x * inner ℝ x v) (by fun_prop)).const_mul 2
    refine h.congr (.of_forall fun x => ?_)
    simp only [fderiv_density hg]
    ring
  -- integration by parts: the boundary term vanishes because the core is bounded
  refine (integral_mul_fderiv_eq_neg_fderiv_mul_of_integrable h1
    (density_mul_integrable hg.continuous hc hdV)
    (density_mul_integrable hg.continuous hc hVc) (fun x _ => hd x)
    (fun x _ => hV.differentiable (by norm_num) x)).trans ?_
  rw [← integral_neg, ← integral_const_mul]
  refine integral_congr_ae (.of_forall fun x => ?_)
  simp only [fderiv_density hg]
  ring
```

Mathlib's integration by parts requires $V\,\partial_vn$, $n\,\partial_vV$ and $nV$ to be integrable. All three follow from the preceding lemma; for the first, `h1` uses the chain rule and the compact support of $g'$. The last lines insert the gradient of the density under the integral.

Taking $v=e_i$, the $i$-th coordinate vector, turns $\langle x,v\rangle$ into $x_i$:

$$\int g(|x|^2)\,\frac{\partial V}{\partial x_i}\,dx=-2\int g'(|x|^2)\,V(x)\,x_i\,dx .$$

```lean
/-- The coordinate form: for `g` C¹ of compact support and `V` C¹, the integral of
`g(|x|²) ∂V/∂xᵢ` is `-2` times the integral of `g'(|x|²) V(x) xᵢ`. -/
theorem integral_density_mul_partial {g : ℝ → ℝ} (hg : ContDiff ℝ 1 g)
    (hc : HasCompactSupport g) {V : Space → ℝ} (hV : ContDiff ℝ 1 V) (i : Fin 3) :
    ∫ x : Space, g (‖x‖ ^ 2) * fderiv ℝ V x (EuclideanSpace.single i 1)
      = -2 * ∫ x : Space, deriv g (‖x‖ ^ 2) * (V x * x i) := by
  have h : ∀ x : Space, inner ℝ x (EuclideanSpace.single i (1 : ℝ)) = x i := by
    intro x
    simp [EuclideanSpace.inner_single_right]
  simpa only [h] using integral_density_mul_fderiv hg hc hV (EuclideanSpace.single i 1)
```

Here `EuclideanSpace.single i 1` is $e_i$, and the proof only evaluates the inner product.

A small example shows what goes wrong without compact support of $g$. Let $g=1$, let $\varphi\ge0$ be a C¹ function on the line with compact support and integral 1, and set

$$V(x)=\varphi(x_1)\,\varphi(x_2)\int_{-\infty}^{x_0}\varphi(t)\,dt .$$

Then $\partial V/\partial x_0=\varphi(x_0)\varphi(x_1)\varphi(x_2)$ has integral 1, while the right side is 0 because $g'=0$. The boundary term at $x_0\to+\infty$ survives. Smoothness and boundedness of $g$ are thus not enough for the identity.

## Potentials that are even about the core

Suppose $V(-x)=V(x)$, as at a site with inversion symmetry. Let $I=\int g'(|x|^2)\,V(x)\,\langle x,v\rangle\,dx$. The substitution $x\mapsto-x$ leaves $g'(|x|^2)$ and $V$ unchanged and reverses the sign of $\langle x,v\rangle$. Hence $I=-I$, so $I=0$ and $F_v=2I=0$ for every $v$.

```lean
/-- An even C¹ potential exerts no force on a spherical core with C¹ profile of compact
support. -/
theorem coreForce_eq_zero_of_even {g : ℝ → ℝ} (hg : ContDiff ℝ 1 g)
    (hc : HasCompactSupport g) {V : Space → ℝ} (hV : ContDiff ℝ 1 V)
    (heven : ∀ x, V (-x) = V x) (v : Space) : coreForce g V v = 0 := by
  -- the integrand changes sign under inversion
  have h := integral_neg_eq_self
    (fun x : Space => deriv g (‖x‖ ^ 2) * (V x * inner ℝ x v)) volume
  simp only [norm_neg, inner_neg_left, heven, mul_neg, integral_neg] at h
  rw [coreForce, integral_density_mul_fderiv hg hc hV]
  linarith
```

The substitution is `integral_neg_eq_self`. After simplification it reads $-I=I$, and `linarith` concludes.

## Equal dipole moments give equal forces

An even potential has no dipole component, but the force can be compared for potentials without any symmetry. In polar coordinates,

$$\int F(x)\,dx=\int_0^\infty r^2\left(\int_{S^2}F(rs)\,d\sigma(s)\right)dr ,$$

so an integrable function whose integral over every sphere about the origin vanishes has integral zero.

```lean
/-- An integrable function on space whose integral over every sphere about the origin vanishes has
integral zero. For a non-integrable `F` the conclusion is Lean's convention that the integral is 0.
-/
theorem integral_eq_zero_of_spheres (F : Space → ℝ)
    (hF : ∀ r : ℝ, 0 < r → ∫ s : Metric.sphere (0 : Space) 1, F (r • (s : Space))
      ∂(volume : Measure Space).toSphere = 0) : ∫ x, F x = 0 := by
  have h1 : ∫ x, F x = ∫ x : ({0}ᶜ : Set Space), F x
      ∂(Measure.comap Subtype.val (volume : Measure Space)) := by
    rw [integral_subtype_comap (measurableSet_singleton _).compl F,
      restrict_compl_singleton]
  -- polar coordinates
  have h2 := (volume : Measure Space).measurePreserving_homeomorphUnitSphereProd.integral_comp
    (Homeomorph.measurableEmbedding _) (fun p => F (p.2.1 • p.1.1))
  have h3 : ∀ x : ({0}ᶜ : Set Space), F ((homeomorphUnitSphereProd Space x).2.1 •
      (homeomorphUnitSphereProd Space x).1.1) = F x := by
    intro x
    have hx : ‖x.1‖ ≠ 0 := norm_ne_zero_iff.mpr x.2
    congr 1
    simp [smul_smul, hx]
  simp only [h3] at h2
  rw [h1, h2]
  by_cases hi : Integrable (fun p : Metric.sphere (0 : Space) 1 × Set.Ioi (0 : ℝ) =>
      F (p.2.1 • p.1.1)) ((volume : Measure Space).toSphere.prod
        (Measure.volumeIoiPow (Module.finrank ℝ Space - 1)))
  · rw [integral_prod_symm _ hi]
    exact integral_eq_zero_of_ae (.of_forall fun r => hF r.1 r.2)
  · exact integral_undef hi
```

The proof removes the origin, which has measure zero, and identifies the rest of space with pairs of a unit vector and a positive radius. The measure `volumeIoiPow` supplies the factor $r^2$, and Fubini's theorem puts the angular integral inside. The lemma does not require `F` to be integrable, since Lean assigns the value 0 to the integral of a non-integrable function; the function to which it is applied below is integrable.

Let $V$ and $W$ be two C¹ potentials, with dipole moments $D_v^V(r)$ and $D_v^W(r)$. By the integration by parts, their forces differ by twice the integral of

$$g'(|x|^2)\,\bigl(V(x)-W(x)\bigr)\,\langle x,v\rangle .$$

On the sphere of radius $r$ put $x=rs$. The factor $g'(r^2)$ is constant there and $\langle x,v\rangle=r\langle s,v\rangle$, so the angular integral is

$$r\,g'(r^2)\,\bigl(D_v^V(r)-D_v^W(r)\bigr).$$

If the two dipole moments agree at every $r>0$, this vanishes on every sphere and the forces along $v$ are equal.

```lean
/-- A spherical core with C¹ profile of compact support feels only the dipole component: two C¹
potentials with equal dipole moments along `v` at every positive radius exert equal forces
along `v`. -/
theorem coreForce_eq_of_dipoleMoment_eq {g : ℝ → ℝ} (hg : ContDiff ℝ 1 g)
    (hc : HasCompactSupport g) {V W : Space → ℝ} (hV : ContDiff ℝ 1 V)
    (hW : ContDiff ℝ 1 W) (v : Space)
    (hdip : ∀ r : ℝ, 0 < r → dipoleMoment V v r = dipoleMoment W v r) :
    coreForce g V v = coreForce g W v := by
  have hVc : Continuous V := hV.continuous
  have hWc : Continuous W := hW.continuous
  have hg' : Continuous (deriv g) := hg.continuous_deriv (by norm_num)
  rw [coreForce, coreForce, integral_density_mul_fderiv hg hc hV,
    integral_density_mul_fderiv hg hc hW]
  congr 2
  rw [← sub_eq_zero, ← integral_sub
    (density_mul_integrable hg' hc.deriv (W := fun x => V x * inner ℝ x v) (by fun_prop))
    (density_mul_integrable hg' hc.deriv (W := fun x => W x * inner ℝ x v) (by fun_prop))]
  refine integral_eq_zero_of_spheres _ fun r hr => ?_
  have hint : ∀ U : Space → ℝ, Continuous U → Integrable
      (fun s : Metric.sphere (0 : Space) 1 => U (r • (s : Space)) * inner ℝ (s : Space) v)
      (volume : Measure Space).toSphere := by
    intro U hU
    have hcont : Continuous (fun s : Metric.sphere (0 : Space) 1 =>
        U (r • (s : Space)) * inner ℝ (s : Space) v) := by fun_prop
    exact hcont.integrable_of_hasCompactSupport (HasCompactSupport.of_compactSpace _)
  -- on a sphere the radial factor is constant and the dipole moments remain
  calc _ = ∫ s : Metric.sphere (0 : Space) 1, (r * deriv g (r ^ 2)) *
        (V (r • (s : Space)) * inner ℝ (s : Space) v
          - W (r • (s : Space)) * inner ℝ (s : Space) v)
        ∂(volume : Measure Space).toSphere := by
        refine integral_congr_ae (.of_forall fun s => ?_)
        have hs : ‖r • (s : Space)‖ = r := by
          rw [norm_smul, mem_sphere_zero_iff_norm.mp s.2, mul_one, Real.norm_eq_abs,
            abs_of_pos hr]
        simp only [hs, real_inner_smul_left]
        ring
    _ = (r * deriv g (r ^ 2)) * (dipoleMoment V v r - dipoleMoment W v r) := by
        rw [integral_const_mul, integral_sub (hint V hVc) (hint W hWc)]
        rfl
    _ = 0 := by rw [hdip r hr, sub_self, mul_zero]
```

The hypothesis `hdip` is the equality of dipole moments along the chosen `v`. The proof writes the difference of the two integrals as one integral and applies the polar-coordinate lemma. The `calc` block is the computation on a single sphere: it pulls out $r\,g'(r^2)$, recognises the two dipole moments and uses `hdip`. Nothing is assumed about the other multipoles of $V$ and $W$, which may differ freely.

The same calculation by hand for a single potential gives $F_v=\int_0^\infty r^2\,n'(r)\,D_v(r)\,dr$; the theorem itself states the comparison of two potentials.

## A uniform field does push the core

The dipole component has a real effect. Take $V(x)=\langle a,x\rangle$ with $a\ne0$. Its derivative along $a$ is $|a|^2$ everywhere, so

$$F_a=-|a|^2Q,\qquad Q=\int g(|x|^2)\,dx .$$

If $g$ is continuous with compact support, non-negative, and positive at 0, then $Q>0$ and the force points against $a$. Its component along the unit vector $a/|a|$ is $-|a|\,Q$.

```lean
/-- The linear potential `⟨a, x⟩` with `a ≠ 0` pushes a core against `a`, if the core profile is
continuous, of compact support, non-negative, and positive at the centre. -/
theorem coreForce_linear_neg {g : ℝ → ℝ} (hg : Continuous g) (hc : HasCompactSupport g)
    (hpos : ∀ t, 0 ≤ g t) (h0 : 0 < g 0) {a : Space} (ha : a ≠ 0) :
    coreForce g (fun x => inner ℝ a x) a < 0 := by
  have hd : ∀ x : Space, fderiv ℝ (fun y : Space => inner ℝ a y) x a = inner ℝ a a := by
    intro x
    have h : fderiv ℝ (fun y : Space => inner ℝ a y) x = innerSL ℝ a :=
      (innerSL ℝ a).hasFDerivAt.fderiv
    rw [h]
    rfl
  have hcont : Continuous (fun x : Space => g (‖x‖ ^ 2)) := by fun_prop
  have hQ : 0 < ∫ x : Space, g (‖x‖ ^ 2) :=
    hcont.integral_pos_of_hasCompactSupport_nonneg_nonzero (density_hasCompactSupport hc)
      (fun x => hpos _) (x := 0) (by simpa using h0.ne')
  have haa : 0 < inner ℝ a a := real_inner_self_pos.mpr ha
  simp only [coreForce, hd]
  rw [integral_mul_const]
  exact neg_neg_of_pos (mul_pos hQ haa)

end

end SphericalCoreForce
```

The proof computes the constant derivative, obtains $Q>0$ from the positive density at the centre, and multiplies the signs. No derivative of $g$ is needed.

This potential and the zero potential agree in every multipole except the dipole, yet they exert different forces. Agreement of all the other multipoles is therefore not enough for equal forces. The same example shows that a C¹ potential which is not even can exert a force.

## The core term in LAPW forces

In LAPW calculations the potential inside a muffin-tin sphere is expanded in spherical harmonics, and an integral of the core density against the gradient of the potential enters the atomic force. For a prescribed, smooth spherical core contained in that sphere, only the $\ell=1$ part of a C¹ potential contributes to this integral. To reach an all-electron atom one must still pass from these smooth functions to the Coulomb pole of the potential at the nucleus and to a core density with a cusp and an exponential tail.

```lean
#print axioms SphericalCoreForce.integral_density_mul_partial
-- 'SphericalCoreForce.integral_density_mul_partial' depends on axioms: [propext, Classical.choice, Quot.sound]
#print axioms SphericalCoreForce.coreForce_eq_zero_of_even
-- 'SphericalCoreForce.coreForce_eq_zero_of_even' depends on axioms: [propext, Classical.choice, Quot.sound]
#print axioms SphericalCoreForce.coreForce_eq_of_dipoleMoment_eq
-- 'SphericalCoreForce.coreForce_eq_of_dipoleMoment_eq' depends on axioms: [propext, Classical.choice, Quot.sound]
#print axioms SphericalCoreForce.coreForce_linear_neg
-- 'SphericalCoreForce.coreForce_linear_neg' depends on axioms: [propext, Classical.choice, Quot.sound]
```
